# Adding enough 1s, with the right sign, removes the radial node of hydrogen 2s

## Radial functions and the node

In atomic units, let $r$ be the distance from the nucleus and let $u$ denote $r$ times the radial part of an s orbital. The unnormalised hydrogen functions are

$$u_{1s}(r)=r e^{-r},\qquad u_{2s}(r)=r e^{-r/2}\left(\tfrac r2-1\right).$$

This sign makes $u_{2s}$ negative near the nucleus and positive outside its node at $r=2$. For real $a$, define $u(r)=u_{2s}(r)+a\,u_{1s}(r)$. How large must $a$ be for $u$ to have no node at $r>0$?

The functions have norms $1/2$ for 1s and $\sqrt2$ for 2s. In terms of normalised orbitals, the ratio of the 1s to the 2s coefficient is therefore $a/(2\sqrt2)$, so $a=1$ means a ratio of about $0.354$.

## The threshold and what it says

For every real $a$, $u(r)>0$ at all $r>0$ if and only if $a\ge1$. This is `pseudo_pos_iff`. For $a<1$, `existsUnique_node` states that exactly one $r>0$ satisfies $u(r)=0$; `∃!` expresses existence and uniqueness together.

In the code, `pseudo a r` is $u(r)$, and `radialH` is the s-wave Hamiltonian $H=-\frac12\frac{d^2}{dr^2}-\frac1r$, written with actual derivatives. The hypothesis `0 < r` keeps the equations away from the nucleus. The energies $-1/2$ and $-1/8$ are proved for the explicit functions, not assumed.

Pseudo-orbitals used in practice are often made to match the original orbital beyond a cutoff radius, sometimes with its norm conserved. Here the 1s admixture extends over all $r$, and neither condition is imposed.

Mixing core states into a valence state can remove its radial nodes, an idea that also appears in pseudopotential theory. This result treats it for the one-electron hydrogen atom, with 1s in the role of the core state. In a mean-field model of a many-electron atom, $-1/r$ is replaced by an effective potential, whose orbitals are not in general these explicit functions.

## The source equation

Differentiating twice gives

$$u_{1s}''=(r-2)e^{-r},\qquad u_{2s}''=\left(2-\tfrac{5r}4+\tfrac{r^2}8\right)e^{-r/2}.$$

Hence

$$Hu_{1s}=\left(1-\tfrac r2-1\right)e^{-r}=-\tfrac12u_{1s},$$

$$Hu_{2s}=\left(-1+\tfrac{5r}8-\tfrac{r^2}{16}+1-\tfrac r2\right)e^{-r/2}=-\tfrac18u_{2s}.$$

By linearity,

$$\left(H+\tfrac18\right)u=a\left(-\tfrac12+\tfrac18\right)u_{1s}=-\tfrac38\,a\,u_{1s}.$$

The mixture thus obeys the Schrödinger equation at the 2s energy with a 1s source term.

## Locating the zero

Since $e^{-r/2}=e^{-r}e^{r/2}$,

$$u(r)=u_{1s}(r)\,[a-g(r)],\qquad g(r)=e^{r/2}\left(1-\tfrac r2\right).$$

For $r>0$ the prefactor is positive, so $u$ vanishes exactly where $g(r)=a$. Moreover,

$$g'(r)=\tfrac12e^{r/2}\left(1-\tfrac r2\right)-\tfrac12e^{r/2}=-\tfrac r4e^{r/2}<0,$$

so $g$ decreases strictly from $g(0)=1$.

If $a\ge1$, then $g(r)<1\le a$ and $u(r)>0$. If $a<1$, take $R=2+2|a|$. Then

$$g(R)=-|a|e^{1+|a|}\le-|a|\le a<g(0).$$

The intermediate value theorem gives a point in $[0,R]$ with $g=a$. It is not $0$, because $g(0)=1\ne a$, and strict monotonicity makes it unique. So positivity everywhere forces $a\ge1$.

## The borderline mixture

Near the nucleus, $g(r)=1-r^2/8+O(r^3)$. At $a=1$ the linear term of $u$ cancels and $u(r)\approx r^3/8$. As $a$ approaches $1$ from below, the node moves into the nucleus as $r\approx\sqrt{8(1-a)}$. These expansions are pencil calculus added to the theorems.

## The complete Lean file

```lean
import Mathlib

namespace NodelessHydrogen

noncomputable section

/-- The hydrogen 1s radial function `r exp(-r)`, unnormalised, in atomic units. -/
def u1s (r : ℝ) : ℝ := r * Real.exp (-r)

/-- The hydrogen 2s radial function `r exp(-r/2) (r/2 - 1)`, unnormalised, in atomic units. -/
def u2s (r : ℝ) : ℝ := r * Real.exp (-r / 2) * (r / 2 - 1)

/-- The pseudo-orbital: the 2s radial function with an amount `a` of 1s mixed in. -/
def pseudo (a r : ℝ) : ℝ := u2s r + a * u1s r

/-- The s-wave radial Hamiltonian of hydrogen, `-(1/2) d²/dr² - 1/r`, for `r ≠ 0`. -/
def radialH (f : ℝ → ℝ) (r : ℝ) : ℝ := -(1 / 2) * deriv (deriv f) r - f r / r

/-- The amount of 1s admixture that places a zero of the pseudo-orbital at radius `r > 0`. -/
def nodeMix (r : ℝ) : ℝ := Real.exp (r / 2) * (1 - r / 2)

/-- A quadratic polynomial in the radius times the exponential `exp(-k r)`. -/
def quadExp (p q s k r : ℝ) : ℝ := (p + q * r + s * (r * r)) * Real.exp (-(k * r))

/-- The derivative of a quadratic polynomial times an exponential is again of this form. -/
theorem hasDerivAt_quadExp (p q s k r : ℝ) :
    HasDerivAt (quadExp p q s k)
      (quadExp (q - k * p) (2 * s - k * q) (-(k * s)) k r) r := by
  have h1 : HasDerivAt (fun x : ℝ => p + q * x + s * (x * x)) (q + 2 * s * r) r :=
    ((((hasDerivAt_id' r).const_mul q).const_add p).fun_add
      (((hasDerivAt_id' r).fun_mul (hasDerivAt_id' r)).const_mul s)).congr_deriv (by ring)
  have h2 : HasDerivAt (fun x : ℝ => Real.exp (-(k * x)))
      (Real.exp (-(k * r)) * -(k * 1)) r :=
    (((hasDerivAt_id' r).const_mul k).fun_neg).exp
  exact (h1.fun_mul h2).congr_deriv (by unfold quadExp; ring)

private theorem deriv_quadExp (p q s k : ℝ) :
    deriv (quadExp p q s k) = quadExp (q - k * p) (2 * s - k * q) (-(k * s)) k :=
  funext fun r => (hasDerivAt_quadExp p q s k r).deriv

private theorem deriv_mix (a p q s k p' q' s' k' : ℝ) :
    deriv (fun x => quadExp p q s k x + a * quadExp p' q' s' k' x) =
      fun x => quadExp (q - k * p) (2 * s - k * q) (-(k * s)) k x +
        a * quadExp (q' - k' * p') (2 * s' - k' * q') (-(k' * s')) k' x :=
  funext fun r => ((hasDerivAt_quadExp p q s k r).fun_add
    ((hasDerivAt_quadExp p' q' s' k' r).const_mul a)).deriv

private theorem u1s_eq : u1s = quadExp 0 1 0 1 := by
  funext x
  have h : -(1 * x) = -x := by ring
  simp only [u1s, quadExp]
  rw [h]
  ring

private theorem u2s_eq : u2s = quadExp 0 (-1) (1 / 2) (1 / 2) := by
  funext x
  have h : -(1 / 2 * x) = -x / 2 := by ring
  simp only [u2s, quadExp]
  rw [h]
  ring

/-- For `r > 0` the 1s function solves the radial Schrödinger equation with energy `-1/2`. -/
theorem radialH_u1s {r : ℝ} (hr : 0 < r) : radialH u1s r = -(1 / 2) * u1s r := by
  simp only [radialH, u1s_eq, deriv_quadExp]
  simp only [quadExp]
  generalize Real.exp (-(1 * r)) = E
  have h : (0 + 1 * r + 0 * (r * r)) * E / r = E := by
    rw [div_eq_iff hr.ne']
    ring
  rw [h]
  ring

/-- For `r > 0` the 2s function solves the radial Schrödinger equation with energy `-1/8`. -/
theorem radialH_u2s {r : ℝ} (hr : 0 < r) : radialH u2s r = -(1 / 8) * u2s r := by
  simp only [radialH, u2s_eq, deriv_quadExp]
  simp only [quadExp]
  generalize Real.exp (-(1 / 2 * r)) = E
  have h : (0 + -1 * r + 1 / 2 * (r * r)) * E / r = (-1 + r / 2) * E := by
    rw [div_eq_iff hr.ne']
    ring
  rw [h]
  ring

/-- For `r > 0` the pseudo-orbital solves the radial Schrödinger equation at the 2s energy
`-1/8` with an added source term proportional to the 1s function. -/
theorem radialH_pseudo (a : ℝ) {r : ℝ} (hr : 0 < r) :
    radialH (pseudo a) r + 1 / 8 * pseudo a r = -(3 / 8) * a * u1s r := by
  have hd : pseudo a = fun x =>
      quadExp 0 (-1) (1 / 2) (1 / 2) x + a * quadExp 0 1 0 1 x := by
    funext x
    rw [pseudo, u2s_eq, u1s_eq]
  -- the Hamiltonian acts linearly on the mixture
  have key : radialH (pseudo a) r = radialH u2s r + a * radialH u1s r := by
    simp only [radialH, hd, deriv_mix, u2s_eq, u1s_eq, deriv_quadExp]
    ring
  rw [key, radialH_u2s hr, radialH_u1s hr, pseudo]
  ring

/-- The pseudo-orbital is the 1s function times the excess of the admixture `a` over the value
`nodeMix r`, which for `r > 0` is the admixture that places a zero at `r`. -/
theorem pseudo_factor (a r : ℝ) : pseudo a r = u1s r * (a - nodeMix r) := by
  have h : Real.exp (-r / 2) = Real.exp (-r) * Real.exp (r / 2) := by
    rw [← Real.exp_add]
    congr 1
    ring
  simp only [pseudo, u1s, u2s, nodeMix]
  rw [h]
  ring

/-- The function `nodeMix` is strictly decreasing on `r ≥ 0`. -/
theorem nodeMix_strictAntiOn : StrictAntiOn nodeMix (Set.Ici 0) := by
  have hc : Continuous nodeMix := by
    unfold nodeMix
    fun_prop
  have he : nodeMix = quadExp 1 (-1 / 2) 0 (-1 / 2) := by
    funext x
    have h : -(-1 / 2 * x) = x / 2 := by ring
    simp only [nodeMix, quadExp]
    rw [h]
    ring
  refine strictAntiOn_of_deriv_neg (convex_Ici 0) hc.continuousOn fun r hr => ?_
  rw [interior_Ici] at hr
  have hr0 : 0 < r := hr
  -- the derivative is -(r/4) exp(r/2)
  rw [he, deriv_quadExp]
  simp only [quadExp]
  nlinarith [mul_pos hr0 (Real.exp_pos (-(-1 / 2 * r)))]

/-- If the 1s admixture is below one, the pseudo-orbital has exactly one zero at `r > 0`. -/
theorem existsUnique_node {a : ℝ} (ha : a < 1) : ∃! r, 0 < r ∧ pseudo a r = 0 := by
  have hc : Continuous nodeMix := by
    unfold nodeMix
    fun_prop
  have h0 : nodeMix 0 = 1 := by simp [nodeMix]
  have hzero : ∀ r, 0 < r → pseudo a r = 0 → nodeMix r = a := by
    intro r hr h
    rw [pseudo_factor] at h
    have hu : u1s r ≠ 0 := (mul_pos hr (Real.exp_pos _)).ne'
    have := (mul_eq_zero.mp h).resolve_left hu
    linarith
  -- far from the nucleus the required admixture has dropped to a or below
  have hfar : nodeMix (2 + 2 * |a|) ≤ a := by
    have e : (2 + 2 * |a|) / 2 = 1 + |a| := by ring
    have h1 : 1 ≤ Real.exp (1 + |a|) := Real.one_le_exp (by positivity)
    unfold nodeMix
    rw [e]
    nlinarith [mul_nonneg (abs_nonneg a) (sub_nonneg.mpr h1), neg_abs_le a]
  have hR : (0 : ℝ) ≤ 2 + 2 * |a| := by positivity
  obtain ⟨r, hr, hra⟩ := intermediate_value_Icc' hR hc.continuousOn
    ⟨hfar, by rw [h0]; exact ha.le⟩
  have hr0 : 0 < r := by
    refine lt_of_le_of_ne hr.1 fun h => ?_
    rw [← h, h0] at hra
    linarith
  refine ⟨r, ⟨hr0, by rw [pseudo_factor, hra]; ring⟩, fun y hy => ?_⟩
  exact nodeMix_strictAntiOn.injOn (Set.mem_Ici.mpr hy.1.le) (Set.mem_Ici.mpr hr0.le)
    ((hzero y hy.1 hy.2).trans hra.symm)

/-- The pseudo-orbital is positive at every `r > 0` if and only if the 1s admixture is at
least one. -/
theorem pseudo_pos_iff (a : ℝ) : (∀ r, 0 < r → 0 < pseudo a r) ↔ 1 ≤ a := by
  constructor
  · intro h
    by_contra ha
    obtain ⟨r, ⟨hr, hz⟩, -⟩ := existsUnique_node (not_le.mp ha)
    exact (h r hr).ne' hz
  · intro ha r hr
    have h0 : nodeMix 0 = 1 := by simp [nodeMix]
    have h := nodeMix_strictAntiOn (Set.mem_Ici.mpr le_rfl) (Set.mem_Ici.mpr hr.le) hr
    rw [pseudo_factor]
    exact mul_pos (mul_pos hr (Real.exp_pos _)) (by linarith)

end

end NodelessHydrogen
```

```lean
#print axioms NodelessHydrogen.radialH_pseudo
-- 'NodelessHydrogen.radialH_pseudo' depends on axioms: [propext, Classical.choice, Quot.sound]
#print axioms NodelessHydrogen.nodeMix_strictAntiOn
-- 'NodelessHydrogen.nodeMix_strictAntiOn' depends on axioms: [propext, Classical.choice, Quot.sound]
#print axioms NodelessHydrogen.pseudo_pos_iff
-- 'NodelessHydrogen.pseudo_pos_iff' depends on axioms: [propext, Classical.choice, Quot.sound]
```

## From the calculus to the code

`hasDerivAt_quadExp` differentiates a quadratic polynomial times an exponential once and for all. `u1s_eq` and `u2s_eq` put both orbitals in this form, so `radialH_u1s` and `radialH_u2s` reduce to polynomial algebra after the division by $r$ is cleared. `radialH_pseudo` first proves that $H$ acts linearly on the mixture, then inserts the two energies.

The function $g$ is `nodeMix`, and `pseudo_factor` is the factorisation. `nodeMix_strictAntiOn` obtains strict decrease on $r\ge0$ from the negative derivative in the interior; `nlinarith` supplies the sign from $r\,e^{r/2}>0$.

In `existsUnique_node`, `hfar` is the bound at $R$, `intermediate_value_Icc'` produces the zero, and injectivity of `nodeMix` gives uniqueness. `pseudo_pos_iff` uses that zero to contradict positivity when $a<1$; for $a\ge1$ it multiplies two positive factors.
